# For spins one-half with equal antiferromagnetic exchange on the edges of a non-empty finite bipartite graph with a perfect matching, a Kekulé singlet product has lower mean energy than the Néel product exactly when the average degree is below three

Treat the six π electrons of benzene as spins one-half on a ring, with the same antiferromagnetic exchange between all neighbours. I can start from a Kekulé structure, with singlets on three alternate bonds, or from the Néel pattern, with spins alternately up and down. With \(H=\sum\sigma_i\cdot\sigma_j\) over the bonds, I get \(-9\) for the first and \(-6\) for the second. On a periodic \(4\times4\) square lattice, though, singlets on a perfect matching give \(-24\) and the Néel state \(-32\). What decides which one is lower? And does it matter which Kekulé structure I pick?

## Three per matched pair against one per edge

The average number of neighbours decides, and the choice of matching doesn't matter. With \(n\) sites and \(m\) edges, the energies are \(-3n/2\) and \(-m\).

Write \(\psi(s)\) for the amplitude on a spin configuration \(s\), \(z_i=\pm1\) for the sign of spin \(i\) in \(s\), and \(s^{ij}\) for \(s\) with spins \(i\) and \(j\) reversed. For \(i\ne j\), the \(xx\) term gives \(\psi(s^{ij})\), the \(yy\) term gives \((-\mathrm i z_i)(-\mathrm i z_j)\psi(s^{ij})=-z_iz_j\psi(s^{ij})\), and the \(zz\) term is diagonal:

\[
(\sigma_i\cdot\sigma_j\psi)(s)=(1-z_iz_j)\,\psi(s^{ij})+z_iz_j\,\psi(s).
\]

Let \(p(i)\) be the partner of \(i\), and \(K\) the product of singlets \((\uparrow\downarrow-\downarrow\uparrow)/\sqrt2\). Then \(K(s)=0\) if any two partners are parallel, and reversing both spins of a pair changes the sign of \(K\).

**Matched bond, \(j=p(i)\).** If the spins are parallel, both terms vanish. If they are antiparallel, \(z_iz_j=-1\) and the result is \(2(-K)-K=-3K\).

**Unmatched bond, \(j\ne p(i)\).** Where \(K(s)\ne0\), spins \(i\) and \(p(i)\) are antiparallel. Reversing \(i\) and \(j\) makes them parallel, so \(K(s^{ij})=0\). What remains is \(\sum_s z_iz_j|K(s)|^2\). Reversing \(i\) and \(p(i)\) preserves \(|K|^2\) and \(z_j\) but changes the sign of \(z_i\), so the sum equals its own negative and is zero.

The \(n/2\) matched bonds therefore give \(-3n/2\). In the Néel state every edge joins opposite spins: the diagonal term gives \(-1\), and the reversed configuration has no overlap with the original. The total is \(-m\). Since the degrees sum to \(2m\),

\[
-\tfrac{3n}{2}<-m\iff \frac{2m}{n}<3 .
\]

Benzene has average degree two and the periodic square lattice four. At exactly three the energies are equal.

## The model in Lean

`State V` holds complex amplitudes on configurations `V → Bool`, with `true` for spin up. The map `c` is the two-colouring, and `hG` says that neighbours have different colours. The matching enters as an involution `p` with `hadj`: every site is adjacent to its partner. `exists_partner` obtains such a map from any perfect matching in Mathlib's sense.

`heisenberg` is half the sum over ordered neighbour pairs, so each edge counts once. Its uniform unit coupling is a postulate: it stands for equal antiferromagnetic exchange on all bonds, without bond alternation. If the exchange is written \(J\,\mathbf S_i\cdot\mathbf S_j\) with \(\mathbf S=\sigma/2\) and \(J>0\), the energies here are in units of \(J/4\). `meanEnergy` is the real part of \(\langle\psi|H|\psi\rangle/\langle\psi|\psi\rangle\), so the singlets can be left without their factors \(1/\sqrt2\).

`kekule_below_neel_iff` states both equivalences, for strictly lower and for equal energy, on a non-empty finite bipartite graph with a perfect matching. It compares two trial states of this spin model. The one with the lower mean energy gives the tighter upper bound on the ground-state energy, but the comparison does not determine the ground state or include resonance between Kekulé structures.

```lean
import Mathlib

open ComplexConjugate

namespace KekuleVersusNeel

noncomputable section

/-- Every perfect matching of a graph is described by a partner map: an involution that sends
each site to the neighbour it is matched with. -/
theorem exists_partner {W : Type*} {G : SimpleGraph W} (M : G.Subgraph)
    (hM : M.IsPerfectMatching) :
    ∃ p : W → W, Function.Involutive p ∧ (∀ i, G.Adj i (p i)) ∧
      ∀ i j, M.Adj i j ↔ p i = j := by
  have h : ∀ v, ∃ w, M.Adj v w ∧ ∀ y, M.Adj v y → y = w := fun v => hM.1 (hM.2 v)
  choose p hadj hu using h
  exact ⟨p, fun v => (hu (p v) v (M.adj_symm (hadj v))).symm, fun i => M.adj_sub (hadj i),
    fun i j => ⟨fun h => (hu i j h).symm, fun h => h ▸ hadj i⟩⟩

/-- A state of spins one-half on the sites `V`: an amplitude for each configuration of
up (`true`) and down (`false`) spins. -/
abbrev State (V : Type*) := (V → Bool) → ℂ

/-- The sign `+1` for spin up and `-1` for spin down. -/
def sgn (a : Bool) : ℂ := if a then 1 else -1

variable {V : Type*} [DecidableEq V]

/-- The configuration `s` with the spin at site `i` reversed. -/
def flipAt (i : V) (s : V → Bool) : V → Bool := fun a => if a = i then !s a else s a

/-- The Pauli operator `σˣ` at site `i`. -/
def sigmaX (i : V) (ψ : State V) : State V := fun s => ψ (flipAt i s)

/-- The Pauli operator `σʸ` at site `i`. -/
def sigmaY (i : V) (ψ : State V) : State V :=
  fun s => -Complex.I * sgn (s i) * ψ (flipAt i s)

/-- The Pauli operator `σᶻ` at site `i`. -/
def sigmaZ (i : V) (ψ : State V) : State V := fun s => sgn (s i) * ψ s

/-- The exchange coupling `σ_i · σ_j`. -/
def sigmaDot (i j : V) (ψ : State V) : State V := fun s =>
  sigmaX i (sigmaX j ψ) s + sigmaY i (sigmaY j ψ) s + sigmaZ i (sigmaZ j ψ) s

/-- For two different sites, `σ_i · σ_j` reverses both spins when they are antiparallel, with
weight two, and adds the product of their signs on the diagonal. -/
theorem sigmaDot_apply {i j : V} (hij : i ≠ j) (ψ : State V) (s : V → Bool) :
    sigmaDot i j ψ s = (1 - sgn (s i) * sgn (s j)) * ψ (flipAt j (flipAt i s))
      + sgn (s i) * sgn (s j) * ψ s := by
  have hj : flipAt i s j = s j := by simp [flipAt, hij.symm]
  simp only [sigmaDot, sigmaX, sigmaY, sigmaZ, hj]
  linear_combination (sgn (s i) * sgn (s j) * ψ (flipAt j (flipAt i s))) * Complex.I_sq

variable [Fintype V]

/-- The inner product of two spin states. -/
def overlap (φ ψ : State V) : ℂ := ∑ s, conj (φ s) * ψ s

/-- The sum of `σ_i · σ_j` over the edges of `G`, written as half the sum over ordered pairs
of neighbours. -/
def heisenberg (G : SimpleGraph V) [DecidableRel G.Adj] (ψ : State V) : State V :=
  fun s => 1 / 2 * ∑ i, ∑ j ∈ G.neighborFinset i, sigmaDot i j ψ s

/-- The mean energy `⟨ψ|H|ψ⟩ / ⟨ψ|ψ⟩` of a non-zero state `ψ`. -/
def meanEnergy (G : SimpleGraph V) [DecidableRel G.Adj] (ψ : State V) : ℝ :=
  (overlap ψ (heisenberg G ψ) / overlap ψ ψ).re

/-- The Néel product: the single configuration with spin up on one colour class and spin down
on the other. -/
def neel (c : V → Bool) : State V := fun s => if s = c then 1 else 0

/-- The unnormalised singlet `↑↓ - ↓↑` of two spins. -/
def singlet (a b : Bool) : ℂ := if a = b then 0 else sgn a

/-- The Kekulé state: the product of singlets between each site of the colour class `true`
and its partner under `p`. -/
def singletProduct (c : V → Bool) (p : V → V) : State V :=
  fun s => ∏ i ∈ Finset.univ.filter (fun i => c i = true), singlet (s i) (s (p i))

variable {c : V → Bool} {p : V → V}

omit [DecidableEq V] in
/-- If partners have opposite colours, the singlet product has no amplitude on configurations
in which two partners are parallel. -/
theorem singletProduct_eq_zero (hp : Function.Involutive p) (hc : ∀ i, c (p i) ≠ c i)
    (i : V) (s : V → Bool) (h : s i = s (p i)) : singletProduct c p s = 0 := by
  cases hi : c i
  · have hpi : c (p i) = true := by simpa [hi] using hc i
    exact Finset.prod_eq_zero (i := p i) (by simp [hpi]) (by simp [singlet, hp i, h])
  · exact Finset.prod_eq_zero (i := i) (by simp [hi]) (by simp [singlet, h])

/-- If partners have opposite colours, reversing both spins of a matched pair changes the sign
of the singlet product. -/
theorem singletProduct_flip (hp : Function.Involutive p) (hc : ∀ i, c (p i) ≠ c i)
    (i : V) (s : V → Bool) :
    singletProduct c p (flipAt (p i) (flipAt i s)) = -singletProduct c p s := by
  have hnot : ∀ a b : Bool, singlet (!a) (!b) = -singlet a b := by
    intro a b
    cases a <;> cases b <;> simp [singlet, sgn]
  -- only the factor of the reversed pair changes
  have aux : ∀ (k : V) (t : V → Bool), c k = true → t k = !s k → t (p k) = !s (p k) →
      (∀ a, a ≠ k → a ≠ p k → t a = s a) →
      singletProduct c p t = -singletProduct c p s := by
    intro k t hk h1 h2 h3
    have hm : k ∈ Finset.univ.filter (fun i => c i = true) := by simp [hk]
    have e : ∀ r : V → Bool, singletProduct c p r = singlet (r k) (r (p k)) *
        ∏ a ∈ (Finset.univ.filter (fun i => c i = true)).erase k, singlet (r a) (r (p a)) :=
      fun r => (Finset.mul_prod_erase _ (fun a => singlet (r a) (r (p a))) hm).symm
    have hr : ∏ a ∈ (Finset.univ.filter (fun i => c i = true)).erase k,
          singlet (t a) (t (p a)) =
        ∏ a ∈ (Finset.univ.filter (fun i => c i = true)).erase k,
          singlet (s a) (s (p a)) := by
      refine Finset.prod_congr rfl fun a ha => ?_
      obtain ⟨hak, ha'⟩ := Finset.mem_erase.mp ha
      have hca : c a = true := by simpa using ha'
      have x1 : a ≠ p k := fun h => hc k (by rw [← h, hca, hk])
      have x2 : p a ≠ k := fun h => hc a (by rw [h, hk, hca])
      have x3 : p a ≠ p k := fun h => hak (hp.injective h)
      rw [h3 a hak x1, h3 (p a) x2 x3]
    rw [e t, e s, hr, h1, h2, hnot, neg_mul]
  have hne : p i ≠ i := fun h => hc i (congrArg c h)
  cases hi : c i
  · refine aux (p i) _ (by simpa [hi] using hc i) (by simp [flipAt, hne])
      (by simp [flipAt, hp i, hne.symm]) fun a h1 h2 => ?_
    rw [hp i] at h2
    simp [flipAt, h1, h2]
  · exact aux i _ hi (by simp [flipAt, hne.symm]) (by simp [flipAt, hne])
      fun a h1 h2 => by simp [flipAt, h1, h2]

/-- If partners have opposite colours, the singlet product is an eigenstate of `σ_i · σ_j` on
each matched bond, with eigenvalue `-3`. -/
theorem sigmaDot_matched (hp : Function.Involutive p) (hc : ∀ i, c (p i) ≠ c i) (i : V) :
    sigmaDot i (p i) (singletProduct c p) = fun s => -3 * singletProduct c p s := by
  funext s
  have hne : i ≠ p i := fun h => hc i (congrArg c h.symm)
  rw [sigmaDot_apply hne, singletProduct_flip hp hc]
  by_cases h : s i = s (p i)
  · simp [singletProduct_eq_zero hp hc i s h]
  · have hz : sgn (s i) * sgn (s (p i)) = -1 := by
      revert h
      cases s i <;> cases s (p i) <;> simp [sgn]
    linear_combination 2 * singletProduct c p s * hz

/-- If partners have opposite colours, `σ_i · σ_j` has zero mean in the singlet product for
two different sites that are not partners. -/
theorem overlap_unmatched (hp : Function.Involutive p) (hc : ∀ i, c (p i) ≠ c i)
    {i j : V} (hij : i ≠ j) (hj : j ≠ p i) :
    overlap (singletProduct c p) (sigmaDot i j (singletProduct c p)) = 0 := by
  have hne : p i ≠ i := fun h => hc i (congrArg c h)
  -- the spin-flip part breaks the singlet at `i`, so only the diagonal part survives
  have key : ∀ s, conj (singletProduct c p s) * sigmaDot i j (singletProduct c p) s =
      sgn (s i) * sgn (s j) * (conj (singletProduct c p s) * singletProduct c p s) := by
    intro s
    have h0 : conj (singletProduct c p s) *
        singletProduct c p (flipAt j (flipAt i s)) = 0 := by
      by_cases h : s i = s (p i)
      · simp [singletProduct_eq_zero hp hc i s h]
      · have h1 : flipAt j (flipAt i s) i = !s i := by simp [flipAt, hij]
        have h2 : flipAt j (flipAt i s) (p i) = s (p i) := by simp [flipAt, hne, hj.symm]
        have h3 : flipAt j (flipAt i s) i = flipAt j (flipAt i s) (p i) := by
          rw [h1, h2]
          revert h
          cases s i <;> cases s (p i) <;> simp
        rw [singletProduct_eq_zero hp hc i _ h3, mul_zero]
    rw [sigmaDot_apply hij]
    linear_combination (1 - sgn (s i) * sgn (s j)) * h0
  -- the diagonal part is odd under reversal of the pair `i, p i`
  have hinv : Function.Involutive (fun s : V → Bool => flipAt (p i) (flipAt i s)) := by
    intro s
    funext a
    simp only [flipAt]
    split_ifs <;> simp
  have hodd : ∀ s, conj (singletProduct c p (flipAt (p i) (flipAt i s))) *
      sigmaDot i j (singletProduct c p) (flipAt (p i) (flipAt i s)) =
      -(conj (singletProduct c p s) * sigmaDot i j (singletProduct c p) s) := by
    intro s
    have h1 : flipAt (p i) (flipAt i s) i = !s i := by simp [flipAt, hne.symm]
    have h2 : flipAt (p i) (flipAt i s) j = s j := by simp [flipAt, hj, hij.symm]
    have h3 : sgn (!s i) = -sgn (s i) := by cases s i <;> simp [sgn]
    rw [key, key, singletProduct_flip hp hc, h1, h2, h3, map_neg]
    ring
  have hS : overlap (singletProduct c p) (sigmaDot i j (singletProduct c p)) =
      -overlap (singletProduct c p) (sigmaDot i j (singletProduct c p)) := by
    unfold overlap
    rw [← Finset.sum_neg_distrib]
    exact (Equiv.sum_comp hinv.toPerm (fun s => conj (singletProduct c p s) *
      sigmaDot i j (singletProduct c p) s)).symm.trans
        (Finset.sum_congr rfl fun s _ => hodd s)
  linear_combination hS / 2

variable (G : SimpleGraph V) [DecidableRel G.Adj]

/-- The expectation value of the Hamiltonian is the sum of the bond expectation values. -/
theorem overlap_heisenberg (ψ : State V) : overlap ψ (heisenberg G ψ) =
    1 / 2 * ∑ i, ∑ j ∈ G.neighborFinset i, overlap ψ (sigmaDot i j ψ) := by
  simp only [overlap, heisenberg, Finset.mul_sum]
  rw [Finset.sum_comm]
  refine Finset.sum_congr rfl fun i _ => ?_
  rw [Finset.sum_comm]
  refine Finset.sum_congr rfl fun j _ => Finset.sum_congr rfl fun s _ => ?_
  ring

/-- On a bipartite graph with `n` sites, the singlet product over a perfect matching has mean
energy `-3n/2`. -/
theorem kekule_energy (hG : ∀ i j, G.Adj i j → c i ≠ c j) (hp : Function.Involutive p)
    (hadj : ∀ i, G.Adj i (p i)) :
    meanEnergy G (singletProduct c p) = -3 * (Fintype.card V : ℝ) / 2 := by
  have hc : ∀ i, c (p i) ≠ c i := fun i => (hG i (p i) (hadj i)).symm
  -- the state is non-zero, since it has an amplitude on the Néel configuration
  have h0 : singletProduct c p c ≠ 0 := by
    refine Finset.prod_ne_zero_iff.mpr fun a ha => ?_
    have h1 : c a = true := by simpa using ha
    have h2 : c (p a) = false := by simpa [h1] using hc a
    simp [singlet, sgn, h1, h2]
  have hS : overlap (singletProduct c p) (singletProduct c p) ≠ 0 := by
    have e : overlap (singletProduct c p) (singletProduct c p) =
        ((∑ s, Complex.normSq (singletProduct c p s) : ℝ) : ℂ) := by
      rw [overlap, Complex.ofReal_sum]
      exact Finset.sum_congr rfl fun s _ => Complex.normSq_eq_conj_mul_self.symm
    rw [e, Ne, Complex.ofReal_eq_zero]
    exact ne_of_gt (Finset.sum_pos' (fun s _ => Complex.normSq_nonneg _)
      ⟨c, Finset.mem_univ _, Complex.normSq_pos.mpr h0⟩)
  -- each site has exactly one bond that contributes
  have each : ∀ i, ∑ j ∈ G.neighborFinset i,
      overlap (singletProduct c p) (sigmaDot i j (singletProduct c p)) =
      -3 * overlap (singletProduct c p) (singletProduct c p) := by
    intro i
    rw [Finset.sum_eq_single (p i)]
    · rw [sigmaDot_matched hp hc]
      simp only [overlap, Finset.mul_sum]
      exact Finset.sum_congr rfl fun s _ => by ring
    · intro j hj hjp
      exact overlap_unmatched hp hc ((G.mem_neighborFinset i j).mp hj).ne hjp
    · intro h
      exact absurd ((G.mem_neighborFinset i (p i)).mpr (hadj i)) h
  have h : overlap (singletProduct c p) (heisenberg G (singletProduct c p)) =
      ((-3 * (Fintype.card V : ℝ) / 2 : ℝ) : ℂ) *
        overlap (singletProduct c p) (singletProduct c p) := by
    rw [overlap_heisenberg]
    simp only [each, Finset.sum_const, Finset.card_univ, nsmul_eq_mul]
    push_cast
    ring
  rw [meanEnergy, h, mul_div_cancel_right₀ _ hS, Complex.ofReal_re]

/-- On a bipartite graph with `m` edges, the Néel product has mean energy `-m`. -/
theorem neel_energy (hG : ∀ i j, G.Adj i j → c i ≠ c j) :
    meanEnergy G (neel c) = -(G.edgeFinset.card : ℝ) := by
  have hov : ∀ φ : State V, overlap (neel c) φ = φ c := by
    intro φ
    rw [overlap, Finset.sum_eq_single c]
    · simp [neel]
    · intro s _ hs
      simp [neel, hs]
    · simp
  -- every edge joins antiparallel spins and contributes `-1`
  have bond : ∀ i j, G.Adj i j → overlap (neel c) (sigmaDot i j (neel c)) = -1 := by
    intro i j h
    have hij : i ≠ j := h.ne
    have hfl : flipAt j (flipAt i c) ≠ c := fun e => by
      have := congrFun e i
      simp [flipAt, hij] at this
    have hz : sgn (c i) * sgn (c j) = -1 := by
      have h' := hG i j h
      revert h'
      cases c i <;> cases c j <;> simp [sgn]
    rw [hov, sigmaDot_apply hij, hz]
    simp [neel, hfl]
  have each : ∀ i, ∑ j ∈ G.neighborFinset i, overlap (neel c) (sigmaDot i j (neel c)) =
      -(G.degree i : ℂ) := by
    intro i
    rw [Finset.sum_congr rfl fun j hj => bond i j ((G.mem_neighborFinset i j).mp hj)]
    simp
  have hdeg : ∑ i, (G.degree i : ℂ) = 2 * (G.edgeFinset.card : ℂ) := by
    exact_mod_cast G.sum_degrees_eq_twice_card_edges
  have h : overlap (neel c) (heisenberg G (neel c)) =
      ((-(G.edgeFinset.card : ℝ) : ℝ) : ℂ) := by
    rw [overlap_heisenberg]
    simp only [each, Finset.sum_neg_distrib, hdeg]
    push_cast
    ring
  have h1 : overlap (neel c) (neel c) = 1 := by
    rw [hov]
    simp [neel]
  rw [meanEnergy, h, h1, div_one, Complex.ofReal_re]

/-- On a non-empty bipartite graph with a perfect matching, the Kekulé state lies below the
Néel product exactly when the average degree is below three, and the two have equal mean
energy exactly when the average degree is three. -/
theorem kekule_below_neel_iff [Nonempty V] (hG : ∀ i j, G.Adj i j → c i ≠ c j)
    (hp : Function.Involutive p) (hadj : ∀ i, G.Adj i (p i)) :
    (meanEnergy G (singletProduct c p) < meanEnergy G (neel c) ↔
      (∑ i, (G.degree i : ℝ)) / Fintype.card V < 3) ∧
    (meanEnergy G (singletProduct c p) = meanEnergy G (neel c) ↔
      (∑ i, (G.degree i : ℝ)) / Fintype.card V = 3) := by
  have hn : (0 : ℝ) < Fintype.card V := by exact_mod_cast Fintype.card_pos
  have hdeg : ∑ i, (G.degree i : ℝ) = 2 * (G.edgeFinset.card : ℝ) := by
    exact_mod_cast G.sum_degrees_eq_twice_card_edges
  rw [kekule_energy G hG hp hadj, neel_energy G hG, hdeg, div_lt_iff₀ hn,
    div_eq_iff hn.ne']
  constructor <;> constructor <;> intro h <;> linarith

end

end KekuleVersusNeel
```

```lean
#print axioms KekuleVersusNeel.exists_partner
-- 'KekuleVersusNeel.exists_partner' depends on axioms: [Classical.choice]
#print axioms KekuleVersusNeel.kekule_below_neel_iff
-- 'KekuleVersusNeel.kekule_below_neel_iff' depends on axioms: [propext, Classical.choice, Quot.sound]
```

## From single bonds to the total energy

`sigmaDot_apply` is the amplitude formula above, with \(\mathrm i^2=-1\) supplied to `linear_combination`. `singletProduct_eq_zero` finds the vanishing factor for a parallel pair. `singletProduct_flip` splits off the factor of the reversed pair and shows that all the others are unchanged. Together they give the eigenvalue in `sigmaDot_matched`.

In `overlap_unmatched`, `key` removes the spin-flip part and `hodd` records the change of sign under reversal of \(i\) and \(p(i)\). Reindexing the sum by that reversal, through `Equiv.sum_comp`, makes the overlap equal to its negative.

`overlap_heisenberg` turns the energy into a sum of bond means. In `kekule_energy`, `Finset.sum_eq_single` keeps only the partner among each site's neighbours. The division by the norm is legitimate because the singlet product has a non-zero amplitude on the Néel configuration.

`neel_energy` evaluates each bond as \(-1\) and counts edges by the handshake lemma. The final theorem inserts both energies, clears the positive denominator \(n\), and leaves the linear inequalities to `linarith`.
